# Finite isotropic spin-½ Heisenberg Hamiltonians preserve every magnetization sector

Take a finite set of N sites, each carrying a value s_i ∈ {0, 1}. Let T_ij be the operator that exchanges the values at sites i and j in a wavefunction ψ(s), and let P_m be multiplication by 1 where s_1 + ... + s_N = m and by 0 elsewhere. For arbitrary complex couplings J_ij and every natural number m,

H P_m = P_m H, where H = Σ_ij J_ij T_ij.

The same holds for the isotropic Heisenberg Hamiltonian Σ_{i≠j} J_ij σ_i·σ_j, where σ_i is the vector of Pauli matrices at site i. In exact diagonalization of a finite spin-½ cluster with these isotropic couplings, each magnetization sector can therefore be treated separately.

## Configurations, exchanges and projectors

The sites form a finite type `ι`, with no order or geometry. A lattice enters only through the choice of J.

In Lean 4 with Mathlib:

```lean
import Mathlib

open Finset

namespace HeisenbergMagnetizationSectors

noncomputable section

variable {ι : Type*} [Fintype ι] [DecidableEq ι]
```

A configuration s assigns 0 or 1 to each site, and a state assigns a complex amplitude ψ(s) to each configuration. These are the components of a vector in the 2^N-dimensional spin space. No inner product or normalization is needed.

```lean
/-- A state of the spins: a complex amplitude for each configuration of zeros and ones. -/
abbrev State (ι : Type*) := (ι → Fin 2) → ℂ
```

The label of a sector is the number of ones,

total(s) = Σ_i s_i.

With the Pauli matrices used below, the value 0 is the eigenvalue +1 of σ^z and the value 1 is the eigenvalue −1. A configuration with total m thus has Σ_i σ^z_i = N − 2m, and fixing m fixes the magnetization.

```lean
/-- The total `s_1 + ... + s_N` of a configuration. -/
def total (s : ι → Fin 2) : ℕ := ∑ i, (s i : ℕ)
```

Write τ for the transposition of i and j. The exchange operator is

(T_ij ψ)(s) = ψ(s∘τ).

For i = j it is the identity. `Module.End ℂ (State ι)` is the algebra of linear operators on states, with composition as its product.

```lean
/-- The exchange operator `T_ij`, which swaps the values at sites `i` and `j`. -/
def exchange (i j : ι) : Module.End ℂ (State ι) where
  toFun ψ s := ψ (s ∘ Equiv.swap i j)
  map_add' _ _ := rfl
  map_smul' _ _ := rfl
```

A function f of the configuration gives the diagonal operator

(D_f ψ)(s) = f(s) ψ(s).

```lean
/-- Multiplication of a state by a function `f` of the configuration. -/
def diagOp (f : (ι → Fin 2) → ℂ) : Module.End ℂ (State ι) where
  toFun ψ s := f s * ψ s
  map_add' ψ φ := by
    funext s
    exact mul_add _ _ _
  map_smul' c ψ := by
    funext s
    exact mul_left_comm _ _ _
```

The projector P_m is D_f with f the indicator of total(s) = m. If m > N no configuration qualifies, and P_m = 0.

```lean
/-- The projector onto the magnetization sector with total `m`. -/
def sector (m : ℕ) : Module.End ℂ (State ι) :=
  diagOp fun s => if total s = m then 1 else 0
```

The Hamiltonian sums over all ordered pairs. A pair of distinct sites therefore enters with the combined coefficient J_ij + J_ji, and the terms with i = j add a constant. Nothing requires J to be real or symmetric; with complex couplings H need not be Hermitian.

```lean
/-- The exchange Hamiltonian `∑ J_ij T_ij` with arbitrary complex couplings. -/
def exchangeHamiltonian (J : ι → ι → ℂ) : Module.End ℂ (State ι) :=
  ∑ i, ∑ j, J i j • exchange i j
```

For the spin form of the model, a 2×2 matrix A acts at site i by

(A_i ψ)(s) = Σ_b A(s_i, b) ψ(s with s_i replaced by b).

In the code, `Function.update s i b` is the configuration with the replaced value.

```lean
/-- The operator acting with the 2×2 matrix `A` on the spin at site `i`. -/
def siteOp (A : Matrix (Fin 2) (Fin 2) ℂ) (i : ι) : Module.End ℂ (State ι) where
  toFun ψ s := ∑ b, A (s i) b * ψ (Function.update s i b)
  map_add' ψ φ := by
    funext s
    simp only [Fin.sum_univ_two, Pi.add_apply]
    ring
  map_smul' c ψ := by
    funext s
    simp only [Fin.sum_univ_two, Pi.smul_apply, smul_eq_mul, RingHom.id_apply]
    ring
```

The scalar product of two Pauli vectors is

σ_i·σ_j = σ^x_i σ^x_j + σ^y_i σ^y_j + σ^z_i σ^z_j.

These are Pauli matrices, not spin operators S = σ/2. In units of ħ, S_i·S_j is one quarter of this expression, a factor that J can absorb.

```lean
/-- The scalar product `σ_i · σ_j` of the Pauli vectors at two sites. -/
def pauliDot (i j : ι) : Module.End ℂ (State ι) :=
  siteOp !![0, 1; 1, 0] i * siteOp !![0, 1; 1, 0] j
    + siteOp !![0, -Complex.I; Complex.I, 0] i * siteOp !![0, -Complex.I; Complex.I, 0] j
    + siteOp !![1, 0; 0, -1] i * siteOp !![1, 0; 0, -1] j
```

## Diagonal operators that commute with all exchanges

Exchanging two values only reorders the terms of the sum:

total(s∘τ) = Σ_k s_τ(k) = Σ_k s_k = total(s).

`Equiv.sum_comp` is this change of summation index.

```lean
/-- Exchanging the values at two sites does not change the total. -/
theorem total_swap (s : ι → Fin 2) (i j : ι) : total (s ∘ Equiv.swap i j) = total s :=
  Equiv.sum_comp (Equiv.swap i j) fun k => (s k : ℕ)
```

Conversely, suppose total(s) = total(t). The sets {i : s_i = 1} and {i : t_i = 1} then have equally many elements, so there is a bijection between them. Their complements are also of equal size, and the bijection extends to a permutation g of all sites. On the first set, s_i = 1 = t_g(i); off it, both values are 0. Hence t∘g = s.

The proof first rewrites the total as the number of sites with value one. It then takes the bijection `e` and extends it with `extendSubtype`; the two cases of `by_cases` are the sites inside and outside the first set.

```lean
omit [DecidableEq ι] in
/-- Two configurations with the same total differ by a permutation of the sites. -/
theorem exists_perm_of_total_eq {s t : ι → Fin 2} (h : total s = total t) :
    ∃ g : Equiv.Perm ι, t ∘ g = s := by
  -- the total counts the sites with value one
  have hc : ∀ u : ι → Fin 2, total u = Fintype.card {i // u i = 1} := by
    intro u
    have hv : ∀ x : Fin 2, (x : ℕ) = if x = 1 then 1 else 0 := by decide
    simp only [total, Fintype.card_subtype, Finset.card_filter]
    exact Finset.sum_congr rfl fun i _ => hv (u i)
  have e : {i // s i = 1} ≃ {i // t i = 1} :=
    Fintype.equivOfCardEq (by rw [← hc, ← hc]; exact h)
  have h2 : ∀ a b : Fin 2, a ≠ 1 → b ≠ 1 → a = b := by decide
  refine ⟨e.extendSubtype, funext fun i => ?_⟩
  by_cases hi : s i = 1
  · exact (e.extendSubtype_mem i hi).trans hi.symm
  · refine h2 _ _ ?_ hi
    first
      | exact e.extendSubtype_notMem i hi
      | exact e.extendSubtype_not_mem i hi
```

These two facts determine which diagonal operators commute with all exchanges. The two orders of multiplication give

(T_ij D_f ψ)(s) = f(s∘τ) ψ(s∘τ),
(D_f T_ij ψ)(s) = f(s) ψ(s∘τ).

If f depends only on the total, then f(s∘τ) = f(s) and the two sides agree.

If instead they agree for every ψ and every pair i, j, the constant state ψ = 1 gives f(s∘τ) = f(s) for each transposition. Every permutation g is a product of transpositions, so f(t∘g) = f(t) follows by applying them one at a time. For configurations with equal totals, choose g with t∘g = s, and obtain f(s) = f(t).

In the proof, `h1` is the invariance under transpositions and `h2` its extension to all permutations, by `swap_induction_on`. The last four lines are the direction from dependence on the total to commutation.

```lean
/-- Multiplication by `f` commutes with every exchange operator exactly when `f` depends
on the configuration only through its total. -/
theorem exchange_comm_diagOp_iff (f : (ι → Fin 2) → ℂ) :
    (∀ i j, exchange i j * diagOp f = diagOp f * exchange i j) ↔
      ∀ s t, total s = total t → f s = f t := by
  constructor
  · intro h s t hst
    -- acting on the constant state shows that `f` is invariant under transpositions
    have h1 : ∀ i j u, f (u ∘ Equiv.swap i j) = f u := by
      intro i j u
      have h0 := congrFun (LinearMap.congr_fun (h i j) (fun _ => (1 : ℂ))) u
      change f (u ∘ Equiv.swap i j) * 1 = f u * 1 at h0
      simpa only [mul_one] using h0
    -- transpositions generate all permutations
    have h2 : ∀ g : Equiv.Perm ι, ∀ u : ι → Fin 2, f (u ∘ g) = f u := by
      intro g
      refine Equiv.Perm.swap_induction_on g ?_ ?_
      · intro u
        rfl
      · intro g' x y _ ih u
        exact (ih (u ∘ Equiv.swap x y)).trans (h1 x y u)
    obtain ⟨g, hg⟩ := exists_perm_of_total_eq hst
    rw [← hg]
    exact h2 g t
  · intro h i j
    refine LinearMap.ext fun ψ => funext fun s => ?_
    change f (s ∘ Equiv.swap i j) * ψ (s ∘ Equiv.swap i j) = f s * ψ (s ∘ Equiv.swap i j)
    rw [h _ _ (total_swap s i j)]
```

## Conservation of the sector by H

The indicator of total(s) = m depends only on the total. The criterion therefore gives

T_ij P_m = P_m T_ij.

```lean
/-- Each exchange operator commutes with each sector projector. -/
theorem exchange_comm_sector (i j : ι) (m : ℕ) :
    exchange i j * sector m = sector m * exchange i j :=
  (exchange_comm_diagOp_iff _).2 (fun s t h => by simp only [h]) i j
```

Multiplying by J_ij and summing over i and j gives

H P_m = Σ_ij J_ij T_ij P_m = Σ_ij J_ij P_m T_ij = P_m H.

The `simp only` call distributes the product over both sums, takes out the scalars and applies the previous theorem to each term.

```lean
/-- For arbitrary complex couplings, the exchange Hamiltonian commutes with the projector
onto every magnetization sector. -/
theorem exchangeHamiltonian_comm_sector (J : ι → ι → ℂ) (m : ℕ) :
    exchangeHamiltonian J * sector m = sector m * exchangeHamiltonian J := by
  simp only [exchangeHamiltonian, Finset.sum_mul, Finset.mul_sum, smul_mul_assoc,
    mul_smul_comm, exchange_comm_sector]
```

## Decomposition into blocks

Every total lies between 0 and N, since each site contributes at most 1. For a given s, exactly one of P_0, ..., P_N therefore multiplies ψ(s) by 1 and the others multiply it by 0:

Σ_{m=0}^{N} P_m = 1.

The range `range (Fintype.card ι + 1)` is 0, ..., N. The inequality `hle` places the total in that range, and `Finset.sum_ite_eq` picks out the single surviving term. With no sites, the only sector is m = 0.

```lean
omit [DecidableEq ι] in
/-- The sector projectors with `m = 0, ..., N` sum to the identity. -/
theorem sum_sector :
    ∑ m ∈ range (Fintype.card ι + 1), sector m = (1 : Module.End ℂ (State ι)) := by
  refine LinearMap.ext fun ψ => funext fun s => ?_
  have hle : total s ≤ Fintype.card ι := by
    have h := Finset.sum_le_card_nsmul univ (fun i => (s i : ℕ)) 1
      (fun i _ => Nat.le_of_lt_succ (s i).isLt)
    simpa only [total, smul_eq_mul, mul_one, Finset.card_univ] using h
  have hs : total s ∈ range (Fintype.card ι + 1) := mem_range.2 (Nat.lt_succ_of_le hle)
  rw [LinearMap.sum_apply, Finset.sum_apply]
  change ∑ m ∈ range (Fintype.card ι + 1), (if total s = m then (1 : ℂ) else 0) * ψ s = ψ s
  rw [← Finset.sum_mul, Finset.sum_ite_eq, if_pos hs, one_mul]
```

An indicator takes only the values 0 and 1, so P_m² = P_m. Together with the commutation relation this gives

H = H Σ_m P_m = Σ_m H P_m P_m = Σ_m P_m H P_m.

H thus has no matrix elements between different sectors. The auxiliary statement `hid` is P_m² = P_m. The proof runs the chain from right to left, moving the left projector through H, merging the two projectors and summing them to the identity.

```lean
/-- The exchange Hamiltonian is the sum of its diagonal blocks `P_m H P_m`. -/
theorem exchangeHamiltonian_eq_sum_blocks (J : ι → ι → ℂ) :
    exchangeHamiltonian J =
      ∑ m ∈ range (Fintype.card ι + 1), sector m * exchangeHamiltonian J * sector m := by
  have hid : ∀ m, sector m * sector m = (sector m : Module.End ℂ (State ι)) := by
    intro m
    refine LinearMap.ext fun ψ => funext fun s => ?_
    change (if total s = m then (1 : ℂ) else 0) * ((if total s = m then (1 : ℂ) else 0) * ψ s)
      = (if total s = m then (1 : ℂ) else 0) * ψ s
    split_ifs <;> simp
  -- move the left projector through `H` and merge it with the right one
  simp only [← exchangeHamiltonian_comm_sector, mul_assoc, hid]
  rw [← Finset.mul_sum, sum_sector, mul_one]
```

## From exchanges to Pauli matrices

For two distinct sites, hold all other values fixed and write F(a, b) for the amplitude with value a at i and b at j. The three products act as follows.

- σ^x σ^x gives F(1−a, 1−b).
- σ^y σ^y gives −F(1−a, 1−b) if a = b, and +F(1−a, 1−b) if a ≠ b.
- σ^z σ^z gives F(a, b) if a = b, and −F(a, b) if a ≠ b.

For a = b the first two cancel and the sum is F(a, a). For a ≠ b it is 2F(b, a) − F(a, b), because 1−a = b and 1−b = a. Both cases are covered by

(σ_i·σ_j F)(a, b) = 2F(b, a) − F(a, b),

which is the operator identity

σ_i·σ_j = 2T_ij − 1 for i ≠ j.

The sites must differ: at a single site σ_i·σ_i = 3, whereas 2T_ii − 1 = 1.

In the proof, `hsite` writes the product of two site operators as a double sum over local values, using i ≠ j. `hswap` expresses the exchanged configuration as two replacements, and `key` checks the two-spin identity on the four local configurations, with `Complex.I_sq` supplying i² = −1 for the imaginary unit.

```lean
omit [Fintype ι] in
/-- For distinct sites the Heisenberg coupling is an exchange: `σ_i · σ_j = 2 T_ij - 1`. -/
theorem pauliDot_eq {i j : ι} (hij : i ≠ j) :
    pauliDot i j = (2 : ℂ) • exchange i j - 1 := by
  refine LinearMap.ext fun ψ => funext fun s => ?_
  have hsite : ∀ A : Matrix (Fin 2) (Fin 2) ℂ, (siteOp A i * siteOp A j) ψ s =
      ∑ b, A (s i) b * ∑ c, A (s j) c * ψ (Function.update (Function.update s i b) j c) := by
    intro A
    change ∑ b, A (s i) b * ∑ c, A (Function.update s i b j) c *
      ψ (Function.update (Function.update s i b) j c) = _
    simp only [Function.update_of_ne hij.symm]
  have hswap : s ∘ Equiv.swap i j = Function.update (Function.update s i (s j)) j (s i) := by
    funext k
    by_cases hj : k = j
    · subst hj
      simp
    · by_cases hi : k = i
      · subst hi
        simp [hj]
      · simp [hi, hj, Equiv.swap_apply_of_ne_of_ne hi hj]
  -- the identity for two spins, checked on the four local configurations
  have key : ∀ (a b : Fin 2) (F : Fin 2 → Fin 2 → ℂ),
      (∑ x, !![0, 1; 1, 0] a x * ∑ y, !![0, 1; 1, 0] b y * F x y)
      + (∑ x, !![0, -Complex.I; Complex.I, 0] a x *
          ∑ y, !![0, -Complex.I; Complex.I, 0] b y * F x y)
      + (∑ x, !![1, 0; 0, -1] a x * ∑ y, !![1, 0; 0, -1] b y * F x y)
      = 2 * F b a - F a b := by
    intro a b F
    fin_cases a <;> fin_cases b <;> simp [Fin.sum_univ_two] <;>
      first
        | linear_combination F 1 1 * Complex.I_sq
        | linear_combination -F 1 0 * Complex.I_sq
        | linear_combination -F 0 1 * Complex.I_sq
        | linear_combination F 0 0 * Complex.I_sq
  have k := key (s i) (s j) fun b c => ψ (Function.update (Function.update s i b) j c)
  change (siteOp _ i * siteOp _ j) ψ s + (siteOp _ i * siteOp _ j) ψ s
    + (siteOp _ i * siteOp _ j) ψ s = 2 * ψ (s ∘ Equiv.swap i j) - ψ s
  rw [hsite, hsite, hsite, hswap]
  simpa only [Function.update_eq_self] using k
```

Inserting the identity into the spin Hamiltonian gives

Σ_{i≠j} J_ij σ_i·σ_j = Σ_{i≠j} J_ij (2T_ij − 1).

Each T_ij commutes with P_m, as does the identity, so the whole sum commutes with P_m. In the statement, `univ.erase i` restricts j to sites other than i, which provides the condition that the exchange identity needs. The couplings remain arbitrary complex numbers, but each multiplies all three spin components equally; anisotropic couplings are not treated.

```lean
/-- The Heisenberg Hamiltonian `∑ J_ij σ_i · σ_j` over pairs of distinct sites commutes with
the projector onto every magnetization sector. -/
theorem heisenberg_comm_sector (J : ι → ι → ℂ) (m : ℕ) :
    (∑ i, ∑ j ∈ univ.erase i, J i j • pauliDot i j) * sector m =
      sector m * ∑ i, ∑ j ∈ univ.erase i, J i j • pauliDot i j := by
  simp only [Finset.sum_mul, Finset.mul_sum]
  refine Finset.sum_congr rfl fun i _ => Finset.sum_congr rfl fun j hj => ?_
  rw [pauliDot_eq (Finset.ne_of_mem_erase hj).symm, smul_mul_assoc, mul_smul_comm, sub_mul,
    mul_sub, smul_mul_assoc, mul_smul_comm, exchange_comm_sector, one_mul, mul_one]

end

end HeisenbergMagnetizationSectors
```

```lean
#print axioms HeisenbergMagnetizationSectors.exchangeHamiltonian_eq_sum_blocks
#print axioms HeisenbergMagnetizationSectors.heisenberg_comm_sector
```

```
'HeisenbergMagnetizationSectors.exchangeHamiltonian_eq_sum_blocks' depends on axioms: [propext, Classical.choice, Quot.sound]
'HeisenbergMagnetizationSectors.heisenberg_comm_sector' depends on axioms: [propext, Classical.choice, Quot.sound]
```
